# The largest contact density of one orbital in a finite real basis is bᵀS⁻¹b, and deleting basis functions never raises it

An unpaired electron gives a nucleus an isotropic hyperfine coupling in proportion to its density at that nucleus, if the nucleus is a point and the electron is non-relativistic. Suppose the electron occupies one real orbital ψ, expanded in finitely many linearly independent real basis functions χ_i with coefficients c_i. Write R for the nuclear position, b_i = χ_i(R) for the nuclear values, and S_ij for the overlap integral of χ_i and χ_j. Then

ψ(R)² = (b·c)², with normalisation cᵀSc = 1.

How large can this contact density become when the coefficients are free, and what happens to that limit when functions are removed from the basis? The limit depends only on the basis functions and the position R: no Hamiltonian enters, and the orbital that reaches it need not be a ground-state orbital.

## Orbitals, nuclear values and the ceiling

In Lean 4 with Mathlib:

```lean
import Mathlib

open Matrix

namespace ContactDensityCeiling

noncomputable section

variable {n : Type*} [Fintype n] [DecidableEq n]
```

The type `n` is the finite set of labels of the basis functions. A vector `n → ℝ` assigns a real number to each label, and a `Matrix n n ℝ` assigns one to each pair.

```lean
/-- The contact densities `(b·c)²` of all normalised orbitals `c` in a basis with overlap
matrix `S` and nuclear values `b`. -/
def densities (S : Matrix n n ℝ) (b : n → ℝ) : Set ℝ :=
  {ρ | ∃ c : n → ℝ, c ⬝ᵥ S *ᵥ c = 1 ∧ (b ⬝ᵥ c) ^ 2 = ρ}
```

This is the set of all numbers ρ = (b·c)² that normalised orbitals can produce. The symbol `⬝ᵥ` is the dot product and `*ᵥ` is a matrix acting on a vector, so `c ⬝ᵥ S *ᵥ c` is cᵀSc.

```lean
/-- The coefficient vector `S⁻¹ b`, for an invertible overlap matrix `S`. -/
def peak (S : Matrix n n ℝ) (b : n → ℝ) : n → ℝ := S⁻¹ *ᵥ b
```

The peak vector is g = S⁻¹b. It is not normalised.

```lean
/-- The number `bᵀ S⁻¹ b`, for an invertible overlap matrix `S`. -/
def ceiling (S : Matrix n n ℝ) (b : n → ℝ) : ℝ := b ⬝ᵥ peak S b
```

The ceiling is the number C = b·g = bᵀS⁻¹b. At this point it is only a formula; that it is the maximum of the set above has to be proved.

```lean
/-- The overlap matrix of the basis functions kept by the selection `p`. -/
def overlapOn (p : n → Prop) (S : Matrix n n ℝ) : Matrix {i // p i} {i // p i} ℝ :=
  S.submatrix Subtype.val Subtype.val
```

A predicate `p` says which functions are kept, and `{i // p i}` is the type of kept labels. The reduced overlap matrix S′ consists of the rows and columns of S with those labels.

```lean
/-- The nuclear values of the basis functions kept by the selection `p`. -/
def valuesOn (p : n → Prop) (b : n → ℝ) : {i // p i} → ℝ := fun i => b i
```

The reduced nuclear values b′ are the entries of b for the kept functions.

```lean
/-- An orbital of the reduced basis written in the full basis, with coefficient zero on
every deleted function. -/
def pad (p : n → Prop) [DecidablePred p] (c : {i // p i} → ℝ) : n → ℝ :=
  fun i => if h : p i then c ⟨i, h⟩ else 0
```

An orbital of the reduced basis is also an orbital of the full basis, with coefficient zero on each deleted function. `pad` writes it that way.

## The bound from a completed square

```lean
omit [DecidableEq n] in
/-- For a positive definite overlap matrix the squared norm of an orbital is nonnegative,
and it is zero only for zero coefficients. -/
theorem norm_nonneg_and_eq_zero_iff {S : Matrix n n ℝ} (hS : S.PosDef) (x : n → ℝ) :
    0 ≤ x ⬝ᵥ S *ᵥ x ∧ (x ⬝ᵥ S *ᵥ x = 0 ↔ x = 0) := by
  by_cases hx : x = 0
  · simp [hx]
  · have h : 0 < x ⬝ᵥ S *ᵥ x := by
      simpa only [star_trivial] using hS.dotProduct_mulVec_pos hx
    exact ⟨h.le, fun h0 => absurd h0 h.ne', fun h0 => absurd h0 hx⟩
```

The hypothesis `S.PosDef` says that S is symmetric and that xᵀSx > 0 for every x ≠ 0. For true overlap integrals it means that the basis functions are linearly independent. The theorem restates this as xᵀSx ≥ 0, with equality only at x = 0; the proof separates the cases x = 0 and x ≠ 0. In the theorems S is any positive definite matrix and b any real vector, with no reference to the functions behind them.

```lean
/-- For a positive definite overlap matrix the vector `g = S⁻¹ b` solves `S g = b`. -/
theorem overlap_mul_peak {S : Matrix n n ℝ} (hS : S.PosDef) (b : n → ℝ) :
    S *ᵥ peak S b = b := by
  unfold peak
  rw [Matrix.mulVec_mulVec, Matrix.mul_nonsing_inv _ hS.det_pos.ne'.isUnit,
    Matrix.one_mulVec]
```

A positive definite matrix has positive determinant, hence an inverse, and Sg = SS⁻¹b = b.

```lean
/-- Completing the square: for a positive definite overlap matrix, the squared distance of an
orbital `c` from `S⁻¹ b` is `bᵀ S⁻¹ b - 2 b·c + cᵀ S c`. -/
theorem complete_square {S : Matrix n n ℝ} (hS : S.PosDef) (b c : n → ℝ) :
    (peak S b - c) ⬝ᵥ S *ᵥ (peak S b - c) = ceiling S b - 2 * (b ⬝ᵥ c) + c ⬝ᵥ S *ᵥ c := by
  have hg := overlap_mul_peak hS b
  have hT : Sᵀ = S := by
    ext i j
    simpa using hS.isHermitian.apply i j
  -- symmetry of the overlap moves `S` onto the peak vector
  have hsym : peak S b ⬝ᵥ S *ᵥ c = b ⬝ᵥ c := by
    rw [Matrix.dotProduct_mulVec, ← Matrix.mulVec_transpose, hT, hg]
  rw [Matrix.mulVec_sub, sub_dotProduct, dotProduct_sub, dotProduct_sub, hg, hsym,
    dotProduct_comm c b, dotProduct_comm (peak S b) b]
  unfold ceiling
  ring
```

For any c, normalised or not, expand the square:

(g − c)ᵀS(g − c) = gᵀSg − gᵀSc − cᵀSg + cᵀSc.

Since Sg = b, the first term is g·b = C and the third is c·b. Since S is symmetric, gᵀSc = (Sg)·c = b·c. Therefore

(g − c)ᵀS(g − c) = C − 2 b·c + cᵀSc.

In the proof `hT` is the symmetry of S, `hsym` is the second term, and `ring` collects the result.

```lean
/-- For a positive definite overlap matrix, a normalised orbital has contact density at most
`bᵀ S⁻¹ b`, with equality exactly when `S⁻¹ b = (b·c) c`. -/
theorem density_le_ceiling {S : Matrix n n ℝ} (hS : S.PosDef) (b c : n → ℝ)
    (hc : c ⬝ᵥ S *ᵥ c = 1) :
    (b ⬝ᵥ c) ^ 2 ≤ ceiling S b ∧
      ((b ⬝ᵥ c) ^ 2 = ceiling S b ↔ peak S b = (b ⬝ᵥ c) • c) := by
  have h := complete_square hS b ((b ⬝ᵥ c) • c)
  obtain ⟨h0, h1⟩ := norm_nonneg_and_eq_zero_iff hS (peak S b - (b ⬝ᵥ c) • c)
  have h2 : ((b ⬝ᵥ c) • c) ⬝ᵥ S *ᵥ ((b ⬝ᵥ c) • c) = (b ⬝ᵥ c) ^ 2 := by
    rw [Matrix.mulVec_smul, smul_dotProduct, dotProduct_smul, hc, smul_eq_mul, smul_eq_mul]
    ring
  rw [h2, dotProduct_smul, smul_eq_mul] at h
  refine ⟨by nlinarith, fun he => ?_, fun he => ?_⟩
  · exact sub_eq_zero.mp (h1.mp (by rw [h]; linear_combination -he))
  · have h3 := h1.mpr (sub_eq_zero.mpr he)
    rw [h] at h3
    linear_combination -h3
```

Let c be normalised and put t = b·c. Use the completed square with tc in place of c. Its norm term is t²cᵀSc = t², which is `h2` in the proof, so

(g − tc)ᵀS(g − tc) = C − 2t² + t² = C − t².

The left side is nonnegative, which gives t² ≤ C. It vanishes exactly when g = tc, which is the equality condition. The factor t matters: inserting c itself yields only C ≥ 2t − 1, a weaker bound unless t = 1.

## An orbital that reaches the bound

```lean
/-- In a nonempty basis with positive definite overlap matrix `S` and nuclear values `b`, the
maximum contact density of a normalised orbital is `bᵀ S⁻¹ b`. -/
theorem isGreatest_ceiling [Nonempty n] {S : Matrix n n ℝ} (hS : S.PosDef) (b : n → ℝ) :
    IsGreatest (densities S b) (ceiling S b) := by
  constructor
  · -- an unnormalised optimal orbital: the peak vector, or any nonzero vector if that vanishes
    obtain ⟨x, hx0, hx⟩ : ∃ x : n → ℝ, x ≠ 0 ∧
        (b ⬝ᵥ x) ^ 2 = ceiling S b * (x ⬝ᵥ S *ᵥ x) := by
      by_cases hg : peak S b = 0
      · have hb : b = 0 := by
          have h := overlap_mul_peak hS b
          rw [hg, Matrix.mulVec_zero] at h
          exact h.symm
        refine ⟨fun _ => 1, fun h => ?_, by simp [ceiling, hb]⟩
        exact one_ne_zero (congrFun h (Classical.arbitrary n))
      · refine ⟨peak S b, hg, ?_⟩
        rw [overlap_mul_peak hS b, dotProduct_comm (peak S b) b]
        unfold ceiling
        ring
    obtain ⟨h0, h1⟩ := norm_nonneg_and_eq_zero_iff hS x
    have hN : 0 < x ⬝ᵥ S *ᵥ x := lt_of_le_of_ne h0 fun h => hx0 (h1.mp h.symm)
    obtain ⟨r, hr⟩ : ∃ r : ℝ, r ^ 2 * (x ⬝ᵥ S *ᵥ x) = 1 :=
      ⟨(Real.sqrt (x ⬝ᵥ S *ᵥ x))⁻¹, by
        rw [inv_pow, Real.sq_sqrt hN.le, inv_mul_cancel₀ hN.ne']⟩
    refine ⟨r • x, ?_, ?_⟩
    · rw [Matrix.mulVec_smul, smul_dotProduct, dotProduct_smul, smul_eq_mul, smul_eq_mul]
      linear_combination hr
    · rw [dotProduct_smul, smul_eq_mul, mul_pow, hx]
      linear_combination ceiling S b * hr
  · rintro _ ⟨c, hc, rfl⟩
    exact (density_le_ceiling hS b c hc).1
```

`IsGreatest` makes two statements: C belongs to the set of attainable densities, and no member of the set exceeds it. The second is the previous theorem. For the first, the proof looks for a nonzero x with

(b·x)² = C xᵀSx.

If g ≠ 0, take x = g, because b·g = C and gᵀSg = C. If g = 0, then b = Sg = 0 and C = 0, so any nonzero x will do; the proof takes all coefficients equal to 1. Now set r = 1/√(xᵀSx). The orbital rx is normalised, and its density is r²(b·x)² = r²C xᵀSx = C. For b ≠ 0 this gives the optimal orbital g/√C, which is unique up to sign by the equality condition of the previous theorem.

The hypothesis `[Nonempty n]` asks for at least one basis function, since an empty basis contains no normalised orbital. With a single function the maximum is b²/S, or b² if the function is normalised.

## Removing functions from the basis

```lean
omit [DecidableEq n] in
/-- An orbital of the reduced basis keeps its value at the nucleus and its squared norm when
it is written in the full basis. -/
theorem pad_value_and_norm (p : n → Prop) [DecidablePred p] (S : Matrix n n ℝ) (b : n → ℝ)
    (c : {i // p i} → ℝ) :
    b ⬝ᵥ pad p c = valuesOn p b ⬝ᵥ c ∧
      pad p c ⬝ᵥ S *ᵥ pad p c = c ⬝ᵥ overlapOn p S *ᵥ c := by
  have key : ∀ v : n → ℝ, v ⬝ᵥ pad p c = valuesOn p v ⬝ᵥ c := by
    intro v
    unfold dotProduct
    rw [← Fintype.sum_subtype_add_sum_subtype p (fun i => v i * pad p c i)]
    have h2 : ∑ i : {i // ¬ p i}, v i * pad p c i = 0 :=
      Finset.sum_eq_zero fun i _ => by simp [pad, i.2]
    rw [h2, add_zero]
    exact Finset.sum_congr rfl fun i _ => by simp [pad, valuesOn, i.2]
  refine ⟨key b, ?_⟩
  have hrow : valuesOn p (S *ᵥ pad p c) = overlapOn p S *ᵥ c := by
    funext j
    exact key (S j)
  rw [dotProduct_comm, key, hrow, dotProduct_comm]
```

Padding changes neither the value at the nucleus nor the norm. In b·pad(c′), where c′ is a reduced coefficient vector, the sum splits into kept and deleted labels, and the deleted part is zero. The proof establishes this as `key` for an arbitrary vector v in place of b. Applied to the rows of S, `key` shows that the kept entries of S pad(c′) are those of S′c′; one more application gives the norm.

```lean
omit [DecidableEq n] in
/-- Any selection of functions from a basis with positive definite overlap matrix again has a
positive definite overlap matrix. -/
theorem posDef_overlapOn {S : Matrix n n ℝ} (hS : S.PosDef) (p : n → Prop)
    [DecidablePred p] : (overlapOn p S).PosDef := by
  rw [Matrix.posDef_iff_dotProduct_mulVec]
  refine ⟨hS.isHermitian.submatrix _, fun x hx => ?_⟩
  rw [star_trivial, ← (pad_value_and_norm p S 0 x).2]
  obtain ⟨h0, h1⟩ := norm_nonneg_and_eq_zero_iff hS (pad p x)
  refine lt_of_le_of_ne h0 fun h => hx ?_
  funext j
  have hj := congrFun (h1.mp h.symm) j.1
  simpa [pad, j.2] using hj
```

If x is a nonzero reduced vector, its padded form is nonzero too, so xᵀS′x = pad(x)ᵀS pad(x) > 0. The reduced overlap matrix is therefore positive definite, and all the earlier results apply to it.

```lean
/-- For a positive definite overlap matrix, deleting functions lowers `bᵀ S⁻¹ b` by the squared
norm of the difference between the full and the reduced vectors `S⁻¹ b`. -/
theorem ceiling_loss {S : Matrix n n ℝ} (hS : S.PosDef) (b : n → ℝ) (p : n → Prop)
    [DecidablePred p] :
    ceiling S b - ceiling (overlapOn p S) (valuesOn p b) =
      (peak S b - pad p (peak (overlapOn p S) (valuesOn p b))) ⬝ᵥ
        S *ᵥ (peak S b - pad p (peak (overlapOn p S) (valuesOn p b))) := by
  obtain ⟨h1, h2⟩ := pad_value_and_norm p S b (peak (overlapOn p S) (valuesOn p b))
  rw [complete_square hS, h1, h2, overlap_mul_peak (posDef_overlapOn hS p),
    dotProduct_comm (peak (overlapOn p S) (valuesOn p b)) (valuesOn p b)]
  unfold ceiling
  ring
```

Let g′ = S′⁻¹b′ and C′ = b′·g′ be the peak vector and ceiling of the reduced basis. Put pad(g′) into the completed square. By the padding result its nuclear value is b′·g′ = C′ and its norm term is g′ᵀS′g′ = g′·b′ = C′, so

(g − pad(g′))ᵀS(g − pad(g′)) = C − 2C′ + C′ = C − C′.

The loss on deletion is exactly the squared norm of the change in the peak vector.

```lean
/-- If the overlap matrix is positive definite and at least one function is kept, the reduced
basis has a maximum contact density given by the same formula, and it does not exceed the
maximum of the full basis. -/
theorem deletion_never_increases {S : Matrix n n ℝ} (hS : S.PosDef) (b : n → ℝ)
    (p : n → Prop) [DecidablePred p] (hp : ∃ i, p i) :
    ∃ M' M : ℝ, IsGreatest (densities (overlapOn p S) (valuesOn p b)) M' ∧
      IsGreatest (densities S b) M ∧
      M' = ceiling (overlapOn p S) (valuesOn p b) ∧ M' ≤ M := by
  obtain ⟨i, hi⟩ := hp
  have : Nonempty n := ⟨i⟩
  have : Nonempty {i // p i} := ⟨⟨i, hi⟩⟩
  refine ⟨_, _, isGreatest_ceiling (posDef_overlapOn hS p) _, isGreatest_ceiling hS b,
    rfl, ?_⟩
  have h := ceiling_loss hS b p
  have h0 := (norm_nonneg_and_eq_zero_iff hS
    (peak S b - pad p (peak (overlapOn p S) (valuesOn p b)))).1
  linarith
```

If at least one function is kept (`hp`), both bases have a maximum contact density, M′ for the reduced basis and M for the full one. M′ is given by the same formula, and M′ ≤ M. The two maxima come from `isGreatest_ceiling`, and the inequality holds because the loss is a squared norm. The selection may also keep every function, in which case nothing changes.

```lean
/-- For a positive definite overlap matrix, deleting functions leaves `bᵀ S⁻¹ b` unchanged
exactly when `S⁻¹ b` has coefficient zero on every deleted function. -/
theorem deletion_harmless_iff {S : Matrix n n ℝ} (hS : S.PosDef) (b : n → ℝ)
    (p : n → Prop) [DecidablePred p] :
    ceiling (overlapOn p S) (valuesOn p b) = ceiling S b ↔ ∀ i, ¬ p i → peak S b i = 0 := by
  constructor
  · intro h i hi
    have hl := ceiling_loss hS b p
    rw [h, sub_self] at hl
    have hd := congrFun ((norm_nonneg_and_eq_zero_iff hS _).2.mp hl.symm) i
    simpa [pad, hi] using hd
  · intro h
    obtain ⟨g, hg⟩ : ∃ g : {i // p i} → ℝ, ∀ j, g j = peak S b j.1 := ⟨_, fun _ => rfl⟩
    have hpad : pad p g = peak S b := by
      funext i
      by_cases hi : p i
      · simp [pad, hi, hg]
      · simp [pad, hi, h i hi]
    -- the restricted peak vector solves the reduced linear system
    have hSg : overlapOn p S *ᵥ g = valuesOn p b := by
      funext j
      have h1 := (pad_value_and_norm p S (S j.1) g).1
      rw [hpad] at h1
      exact h1.symm.trans (congrFun (overlap_mul_peak hS b) j.1)
    have hpk : peak (overlapOn p S) (valuesOn p b) = g := by
      unfold peak
      rw [← hSg, Matrix.mulVec_mulVec,
        Matrix.nonsing_inv_mul _ (posDef_overlapOn hS p).det_pos.ne'.isUnit,
        Matrix.one_mulVec]
    unfold ceiling
    rw [hpk, ← (pad_value_and_norm p S b g).1, hpad]

end

end ContactDensityCeiling
```

The ceiling survives deletion exactly when g_i = 0 for every deleted label i. If C′ = C, the loss is zero, so g = pad(g′), which vanishes on the deleted functions. Conversely, suppose that g vanishes there. The kept rows of Sg = b then say that the restriction of g solves the reduced system (`hSg`), so this restriction is g′ (`hpk`), and C′ = b′·g′ = b·g = C.

```lean
#print axioms ContactDensityCeiling.deletion_never_increases
#print axioms ContactDensityCeiling.deletion_harmless_iff
```

```
'ContactDensityCeiling.deletion_never_increases' depends on axioms: [propext, Classical.choice, Quot.sound]
'ContactDensityCeiling.deletion_harmless_iff' depends on axioms: [propext, Classical.choice, Quot.sound]
```

## Two overlapping functions

Take two normalised functions with overlap s, where 0 < |s| < 1, and delete the second. The criterion concerns S⁻¹b, and it is easily confused with a condition on b.

- For b = (1, 0) the second function vanishes at the nucleus, yet C = 1/(1 − s²) and C′ = 1. Deleting it lowers the ceiling.
- For b = (1, s) the second function is nonzero at the nucleus, yet g = (1, 0) and C = C′ = 1. Deleting it costs nothing.

The second case also exposes a wrong order of operations. The reduced ceiling needs the inverse of the reduced matrix, not the reduced part of the inverse. The latter would give 1/(1 − s²), and the ceiling would seem to rise on deletion.

## The ceiling in a basis-set calculation

A program that has the overlap matrix needs only the basis functions evaluated at the nucleus to obtain C. It can factorise S = LLᵀ with L lower triangular, solve Ly = b, and form C = y·y. The sum of the first k squares in y is the ceiling of the first k functions, so each y_k² is what the k-th function adds to those before it.

For a singly occupied orbital with coefficients c, the ratio (b·c)²/C, when b ≠ 0, tells how much of the available contact density the orbital uses. A normalised s-type Gaussian with exponent α centred on the nucleus has b² = (2α/π)^(3/2) by itself, and every larger basis that contains it has at least this ceiling. The bound concerns the density of one orbital; spin polarisation of the other electrons contributes to a measured coupling separately.
